# Orthogonalising two overlapping unit states makes their transition dipole independent of the origin

Take the plane with $a=(1,0)$, $b=(3/5,4/5)$ and a dipole component $X$ that exchanges the two axes with strength $m$, so that $X(x,y)=(my,mx)$. Both vectors have norm one, and their overlap is $s=3/5$. Moving the origin by $R$ replaces $X$ by $X-R$, and

$$\langle a,(X-R)b\rangle=\tfrac45m-\tfrac35R .$$

This can be given any value by moving the origin. The part of $b$ orthogonal to $a$, normalised, is $b'=(0,1)$, and $\langle a,(X-R)b'\rangle=m$ for every $R$. The shift is a multiple of the identity, so it contributes only through the overlap, which is now zero.

The same mechanism works in any real inner-product space `E`. The space need not be complete or finite-dimensional, but $X$ must be defined on all of it and map it to itself. A finite basis with a projected position operator fits this description, and so do real Schwartz functions with multiplication by a coordinate. Complex states are left out.

In Lean 4 with Mathlib:

```lean
import Mathlib

open scoped InnerProductSpace

namespace NonorthogonalTransitionDipole

noncomputable section

variable {E : Type*} [NormedAddCommGroup E] [InnerProductSpace ℝ E]
```

## The origin enters through the overlap

One Cartesian component of the dipole is a linear map $X$, with the charge factor omitted. In `shiftOrigin`, the number $R$ multiplies the identity. For one electron it is the displacement of the origin; for the summed positions of $N$ electrons it is $N$ times that displacement.

```lean
/-- The shifted dipole component `X - R`, in which `R` multiplies the identity. -/
def shiftOrigin (X : E →ₗ[ℝ] E) (R : ℝ) : E →ₗ[ℝ] E := X - R • LinearMap.id
```

The transition dipole is the inner product $\langle a,Xb\rangle$. With $a=b$, the same definition gives the expectation value in a unit state.

```lean
/-- The matrix element `⟨a, X b⟩`. -/
def dipole (X : E →ₗ[ℝ] E) (a b : E) : ℝ := ⟪a, X b⟫_ℝ
```

Write $s=\langle a,b\rangle$, which is `⟪a, b⟫_ℝ` in the code. Removing from $b$ its component along $a$ leaves $b-sa$. For unit vectors its squared norm is $1-2s^2+s^2=1-s^2$, so the normalised state is

$$b'=\frac{b-sa}{\sqrt{1-s^2}} .$$

```lean
/-- The state `b` orthogonalised to `a` and rescaled, `(b - s a) / √(1 - s²)` with
`s = ⟨a, b⟩`; meant for unit vectors with `|s| < 1`. -/
def orthTo (a b : E) : E :=
  (Real.sqrt (1 - ⟪a, b⟫_ℝ ^ 2))⁻¹ • (b - ⟪a, b⟫_ℝ • a)
```

By linearity, the element of $X$ between $a$ and $b'$ is

$$\frac{\langle a,Xb\rangle-s\langle a,Xa\rangle}{\sqrt{1-s^2}} .$$

The code defines this expression separately, so that its agreement with the element between $a$ and $b'$ is something to prove.

```lean
/-- The corrected element `(⟨a, X b⟩ - s ⟨a, X a⟩) / √(1 - s²)` with `s = ⟨a, b⟩`;
meant for `|s| < 1`. -/
def correctedDipole (X : E →ₗ[ℝ] E) (a b : E) : ℝ :=
  (dipole X a b - ⟪a, b⟫_ℝ * dipole X a a) / Real.sqrt (1 - ⟪a, b⟫_ℝ ^ 2)
```

Normalisation is stated as $\|v\|=1$ but used as $\langle v,v\rangle=1$. To pass from the second to the first, factor $\|v\|^2-1=(\|v\|-1)(\|v\|+1)$; the second factor is positive.

```lean
/-- A vector has norm one exactly when its inner product with itself is one. -/
theorem norm_eq_one_iff_inner (v : E) : ‖v‖ = 1 ↔ ⟪v, v⟫_ℝ = 1 := by
  rw [real_inner_self_eq_norm_sq]
  constructor
  · intro h
    rw [h]
    norm_num
  · intro h
    have hf : (‖v‖ - 1) * (‖v‖ + 1) = 0 := by linear_combination h
    rcases mul_eq_zero.1 hf with h1 | h1
    · linarith
    · linarith [norm_nonneg v]
```

Expanding the shifted element gives

$$\langle a,(X-R)b\rangle=\langle a,Xb\rangle-Rs .$$

No normalisation is needed for this.

```lean
/-- Replacing `X` by `X - R` lowers the matrix element by `R` times the overlap. -/
theorem dipole_shift (X : E →ₗ[ℝ] E) (R : ℝ) (a b : E) :
    dipole (shiftOrigin X R) a b = dipole X a b - R * ⟪a, b⟫_ℝ := by
  simp only [dipole, shiftOrigin, LinearMap.sub_apply, LinearMap.smul_apply,
    LinearMap.id_apply, inner_sub_right, real_inner_smul_right]
```

If $s\neq0$, the value $\mu$ is reached at $R=(\langle a,Xb\rangle-\mu)/s$. If $s=0$, the element never changes, so the value $\langle a,Xb\rangle+1$ is out of reach. The two halves of the proof use exactly these choices.

```lean
/-- The matrix element between `a` and `b` can be given every real value by a choice of
origin exactly when the two states overlap. -/
theorem dipole_arbitrary_iff (X : E →ₗ[ℝ] E) (a b : E) :
    (∀ μ : ℝ, ∃ R : ℝ, dipole (shiftOrigin X R) a b = μ) ↔ ⟪a, b⟫_ℝ ≠ 0 := by
  constructor
  · intro h h0
    obtain ⟨R, hR⟩ := h (dipole X a b + 1)
    rw [dipole_shift, h0] at hR
    linarith
  · intro h μ
    refine ⟨(dipole X a b - μ) / ⟪a, b⟫_ℝ, ?_⟩
    rw [dipole_shift, div_mul_cancel₀ _ h]
    ring
```

## Projecting out the first state

For unit vectors with $|s|<1$,

$$\langle a,b-sa\rangle=s-s\cdot1=0,\qquad \|b'\|^2=\frac{1-s^2}{1-s^2}=1 .$$

The condition $|s|<1$ makes $1-s^2$ positive. At $|s|=1$ the vectors are parallel or antiparallel, and nothing is left after the projection. In the proof, `hr` is the cancellation of the two square roots against $1-s^2$.

```lean
/-- For unit vectors with overlap below one in magnitude, the orthogonalised state is
orthogonal to `a` and has norm one. -/
theorem orthTo_orthonormal {a b : E} (ha : ‖a‖ = 1) (hb : ‖b‖ = 1)
    (h1 : |⟪a, b⟫_ℝ| < 1) : ⟪a, orthTo a b⟫_ℝ = 0 ∧ ‖orthTo a b‖ = 1 := by
  have haa := (norm_eq_one_iff_inner a).1 ha
  have hbb := (norm_eq_one_iff_inner b).1 hb
  obtain ⟨hl, hu⟩ := abs_lt.1 h1
  have hs : 0 < 1 - ⟪a, b⟫_ℝ ^ 2 := by nlinarith
  constructor
  · simp only [orthTo, real_inner_smul_right, inner_sub_right, haa]
    ring
  · -- the squared norm of `b - s a` is `1 - s²`
    have hr : (Real.sqrt (1 - ⟪a, b⟫_ℝ ^ 2))⁻¹ * (Real.sqrt (1 - ⟪a, b⟫_ℝ ^ 2))⁻¹
        * (1 - ⟪a, b⟫_ℝ ^ 2) = 1 := by
      rw [← mul_inv, Real.mul_self_sqrt hs.le, inv_mul_cancel₀ hs.ne']
    rw [norm_eq_one_iff_inner]
    simp only [orthTo, real_inner_smul_left, real_inner_smul_right, inner_sub_left,
      inner_sub_right, haa, hbb, real_inner_comm a b]
    linear_combination hr
```

The main theorem assumes unit vectors with $0<|s|<1$ and has four parts: the bare element takes every real value; the corrected expression is the same for $X-R$ as for $X$; $b'$ is a unit vector orthogonal to $a$; and the element between $a$ and $b'$ equals the corrected expression at every origin. The second part follows from

$$(\langle a,Xb\rangle-Rs)-s(\langle a,Xa\rangle-R)=\langle a,Xb\rangle-s\langle a,Xa\rangle ,$$

where $\|a\|=1$ gives the last $R$ its coefficient. The fourth follows from the shift formula applied to $a$ and $b'$, whose overlap vanishes. The operator $X$ may be any linear map; symmetry is not used.

```lean
/-- For unit vectors with overlap `0 < |s| < 1`, the bare transition dipole takes every real
value as the origin moves. The corrected element does not depend on the origin, and it is the
transition dipole from `a` to the normalised state obtained by orthogonalising `b` to `a`. -/
theorem transition_dipole_origin (X : E →ₗ[ℝ] E) {a b : E} (ha : ‖a‖ = 1) (hb : ‖b‖ = 1)
    (h0 : 0 < |⟪a, b⟫_ℝ|) (h1 : |⟪a, b⟫_ℝ| < 1) :
    (∀ μ : ℝ, ∃ R : ℝ, dipole (shiftOrigin X R) a b = μ) ∧
    (∀ R : ℝ, correctedDipole (shiftOrigin X R) a b = correctedDipole X a b) ∧
    (⟪a, orthTo a b⟫_ℝ = 0 ∧ ‖orthTo a b‖ = 1) ∧
    (∀ R : ℝ, dipole (shiftOrigin X R) a (orthTo a b) = correctedDipole X a b) := by
  have haa := (norm_eq_one_iff_inner a).1 ha
  have ho := orthTo_orthonormal ha hb h1
  refine ⟨(dipole_arbitrary_iff X a b).2 (abs_pos.1 h0), fun R => ?_, ho, fun R => ?_⟩
  · -- the two shifts, `R s` and `s R`, cancel
    simp only [correctedDipole, dipole_shift, haa]
    ring
  · rw [dipole_shift, ho.1, mul_zero, sub_zero]
    simp only [correctedDipole, dipole, orthTo, map_smul, map_sub, real_inner_smul_right,
      inner_sub_right]
    ring
```

Such pairs arise in electronic structure when a ground and an excited determinant are optimised separately. The calculation then supplies $s$, $\langle a,Xb\rangle$ and $\langle a,Xa\rangle$, and for two real states the corrected element follows from these three numbers. For ten electrons and $s=0.02$, moving the origin by 10 bohr changes the bare electronic element by $10\cdot10\cdot0.02=2$ atomic units in magnitude, while the corrected element stays put. In a neutral molecule the nuclear dipole, multiplied by $s$, cancels this shift if it is included in the element.

## Every correction by expectation values

One may also subtract a share of each state's expectation value, forming $\langle a,Xb\rangle-c\langle a,Xa\rangle-d\langle b,Xb\rangle$. For unit vectors, a move of the origin changes this by

$$-Rs+cR+dR=R(c+d-s) ,$$

which vanishes for every $R$ exactly when $c+d=s$. The proof reads off the condition at $R=1$ and, for the converse, multiplies it by $R$. The projection above corresponds to $c=s$, $d=0$, followed by division by $\sqrt{1-s^2}$.

```lean
/-- For unit vectors, subtracting `c ⟨a, X a⟩ + d ⟨b, X b⟩` from the transition dipole makes
it independent of the origin exactly when `c + d` equals the overlap. -/
theorem origin_independent_iff (X : E →ₗ[ℝ] E) {a b : E} (ha : ‖a‖ = 1) (hb : ‖b‖ = 1)
    (c d : ℝ) :
    (∀ R : ℝ, dipole (shiftOrigin X R) a b - c * dipole (shiftOrigin X R) a a
        - d * dipole (shiftOrigin X R) b b
      = dipole X a b - c * dipole X a a - d * dipole X b b) ↔ c + d = ⟪a, b⟫_ℝ := by
  have haa := (norm_eq_one_iff_inner a).1 ha
  have hbb := (norm_eq_one_iff_inner b).1 hb
  simp only [dipole_shift, haa, hbb]
  constructor
  · intro h
    have h' := h 1
    linarith
  · intro h R
    linear_combination R * h
```

## Treating both states alike

The symmetric choice $c=d=s/2$ comes from Löwdin orthogonalisation. The overlap matrix with rows $(1,s)$ and $(s,1)$ has eigenvectors $(1,1)$ and $(1,-1)$ with eigenvalues $1+s$ and $1-s$. Its inverse square root therefore has the diagonal entry

$$A=\frac12\left(\frac1{\sqrt{1+s}}+\frac1{\sqrt{1-s}}\right).$$

```lean
/-- Diagonal entry of the inverse square root of the overlap matrix with rows `(1, s)` and
`(s, 1)`, for `|s| < 1`. -/
def diagCoeff (s : ℝ) : ℝ := ((Real.sqrt (1 + s))⁻¹ + (Real.sqrt (1 - s))⁻¹) / 2
```

The off-diagonal entry has a minus sign between the same two terms:

$$B=\frac12\left(\frac1{\sqrt{1+s}}-\frac1{\sqrt{1-s}}\right).$$

```lean
/-- Off-diagonal entry of the same inverse square root, for `|s| < 1`. -/
def mixCoeff (s : ℝ) : ℝ := ((Real.sqrt (1 + s))⁻¹ - (Real.sqrt (1 - s))⁻¹) / 2
```

The new states are $\tilde a=Aa+Bb$ and $\tilde b=Ab+Ba$. One definition serves for both, as `lowdin a b` and `lowdin b a`, because the real overlap is symmetric.

```lean
/-- The Löwdin-orthogonalised partner of `a` in the pair `a`, `b`; meant for unit vectors
with overlap below one in magnitude. -/
def lowdin (a b : E) : E := diagCoeff ⟪a, b⟫_ℝ • a + mixCoeff ⟪a, b⟫_ℝ • b
```

From the definitions, $A^2+B^2=\frac12\left(\frac1{1+s}+\frac1{1-s}\right)$ and $2AB=\frac12\left(\frac1{1+s}-\frac1{1-s}\right)$. Hence

$$2AB+s(A^2+B^2)=\tfrac12(1-1)=0,$$
$$A^2+B^2+2ABs=\tfrac12(1+1)=1 .$$

In the code, `hu` and `hv` are the two cancellations that produce the ones; half their difference and half their sum give the identities.

```lean
/-- For `|s| < 1` the Löwdin coefficients satisfy the orthogonality and the normalisation
condition of the transformed pair. -/
theorem lowdin_coeff {s : ℝ} (h : |s| < 1) :
    2 * diagCoeff s * mixCoeff s + s * (diagCoeff s ^ 2 + mixCoeff s ^ 2) = 0 ∧
    diagCoeff s ^ 2 + mixCoeff s ^ 2 + 2 * diagCoeff s * mixCoeff s * s = 1 := by
  obtain ⟨hl, hr⟩ := abs_lt.1 h
  have hp : 0 < 1 + s := by linarith
  have hm : 0 < 1 - s := by linarith
  have hu : (Real.sqrt (1 + s))⁻¹ ^ 2 * (1 + s) = 1 := by
    rw [inv_pow, Real.sq_sqrt hp.le, inv_mul_cancel₀ hp.ne']
  have hv : (Real.sqrt (1 - s))⁻¹ ^ 2 * (1 - s) = 1 := by
    rw [inv_pow, Real.sq_sqrt hm.le, inv_mul_cancel₀ hm.ne']
  unfold diagCoeff mixCoeff
  constructor
  · linear_combination (hu - hv) / 2
  · linear_combination (hu + hv) / 2
```

Expanding the inner products for unit $a$ and $b$ shows what these identities mean: the first is $\langle\tilde a,\tilde b\rangle=0$, and the second is $\|\tilde a\|^2=\|\tilde b\|^2=1$.

```lean
/-- For unit vectors with overlap below one in magnitude, the two Löwdin states are
orthogonal and each has norm one. -/
theorem lowdin_orthonormal {a b : E} (ha : ‖a‖ = 1) (hb : ‖b‖ = 1)
    (h1 : |⟪a, b⟫_ℝ| < 1) :
    ⟪lowdin a b, lowdin b a⟫_ℝ = 0 ∧ ‖lowdin a b‖ = 1 ∧ ‖lowdin b a‖ = 1 := by
  have haa := (norm_eq_one_iff_inner a).1 ha
  have hbb := (norm_eq_one_iff_inner b).1 hb
  obtain ⟨c0, c1⟩ := lowdin_coeff h1
  simp only [norm_eq_one_iff_inner, lowdin, real_inner_comm a b, inner_add_left,
    inner_add_right, real_inner_smul_left, real_inner_smul_right, haa, hbb]
  refine ⟨?_, ?_, ?_⟩
  · linear_combination c0
  · linear_combination c1
  · linear_combination c1
```

Orthogonality removes $R$ as before. The remaining element is

$$\langle\tilde a,X\tilde b\rangle=A^2\langle a,Xb\rangle+B^2\langle b,Xa\rangle+AB(\langle a,Xa\rangle+\langle b,Xb\rangle).$$

Here symmetry of $X$ enters, as `X.IsSymmetric`: it gives $\langle b,Xa\rangle=\langle a,Xb\rangle$, so the first two terms combine. Solving the two identities gives $A^2+B^2=1/(1-s^2)$ and $AB=-s/(2(1-s^2))$, and therefore

$$\langle\tilde a,(X-R)\tilde b\rangle=\frac{\langle a,Xb\rangle-\frac s2(\langle a,Xa\rangle+\langle b,Xb\rangle)}{1-s^2}.$$

The proof multiplies through by $1-s^2$; its final `linear_combination` contains the same solution of the two identities. Only $|s|<1$ is required, so orthogonal states are included.

```lean
/-- For symmetric `X` and unit vectors with overlap `|s| < 1`, the transition dipole between
the Löwdin states is `(⟨a, X b⟩ - s (⟨a, X a⟩ + ⟨b, X b⟩) / 2) / (1 - s²)` at every origin. -/
theorem lowdin_dipole {X : E →ₗ[ℝ] E} (hX : X.IsSymmetric) {a b : E} (ha : ‖a‖ = 1)
    (hb : ‖b‖ = 1) (h1 : |⟪a, b⟫_ℝ| < 1) (R : ℝ) :
    dipole (shiftOrigin X R) (lowdin a b) (lowdin b a)
      = (dipole X a b - ⟪a, b⟫_ℝ * (dipole X a a + dipole X b b) / 2)
        / (1 - ⟪a, b⟫_ℝ ^ 2) := by
  obtain ⟨hl, hu⟩ := abs_lt.1 h1
  have hs : 0 < 1 - ⟪a, b⟫_ℝ ^ 2 := by nlinarith
  obtain ⟨c0, c1⟩ := lowdin_coeff h1
  have hsym : ⟪b, X a⟫_ℝ = ⟪a, X b⟫_ℝ := by
    rw [← hX b a, real_inner_comm]
  -- orthogonality of the Löwdin states removes the origin
  rw [dipole_shift, (lowdin_orthonormal ha hb h1).1, mul_zero, sub_zero,
    eq_div_iff hs.ne']
  simp only [dipole, lowdin, real_inner_comm a b, map_add, map_smul, inner_add_left,
    inner_add_right, real_inner_smul_left, real_inner_smul_right, hsym]
  linear_combination ⟪a, X b⟫_ℝ * (c1 - ⟪a, b⟫_ℝ * c0)
    + (⟪a, X a⟫_ℝ + ⟪b, X b⟫_ℝ) / 2 * (c0 - ⟪a, b⟫_ℝ * c1)

end

end NonorthogonalTransitionDipole
```

In the plane example $\langle a,Xa\rangle=0$ and $\langle b,Xb\rangle=\frac{24}{25}m$, so the Löwdin element is $\frac45m$, whereas projection gave $m$. Both are independent of the origin, but they belong to different pairs of states. Origin independence alone does not select one pair, and neither construction guarantees that the states are eigenstates of the system's Hamiltonian.

```lean
#print axioms NonorthogonalTransitionDipole.transition_dipole_origin
#print axioms NonorthogonalTransitionDipole.origin_independent_iff
#print axioms NonorthogonalTransitionDipole.lowdin_dipole
```

```
'NonorthogonalTransitionDipole.transition_dipole_origin' depends on axioms: [propext, Classical.choice, Quot.sound]
'NonorthogonalTransitionDipole.origin_independent_iff' depends on axioms: [propext, Classical.choice, Quot.sound]
'NonorthogonalTransitionDipole.lowdin_dipole' depends on axioms: [propext, Classical.choice, Quot.sound]
```
